# The even-channel amplitude of a square well at threshold: −1, or +1 with a half-bound state

The scattering amplitude $S$ can be defined by an explicit formula in the wavenumber $k$, or as the number that joins an inner wave smoothly to an outer one. Here the formula is the definition, and the joining property is a theorem for $k>0$. That theorem shows that for each $k>0$ exactly one number has the joining property, and that it is the value of the formula. Both definitions therefore give the same limit as $k$ decreases to zero.

The system is one particle on a line, in a square well of depth $U\ge 0$ on $[-a,a]$. Units are such that the energy outside is $k^2$.

In Lean 4 with Mathlib:

```lean
import Mathlib

open Filter Topology Complex

namespace EvenChannelThreshold

noncomputable section
```

Inside the well the kinetic energy is $k^2+U$, so the wavenumber there is $q=\sqrt{k^2+U}$.

```lean
/-- The wavenumber `q = √(k² + U)` inside a well of depth `U ≥ 0`. -/
def innerWavenumber (U k : ℝ) : ℝ := √(k ^ 2 + U)
```

The even solution inside is $A\cos qx$, with a complex amplitude $A$.

```lean
/-- The even wave `A cos(qx)` inside the well. -/
def insideWave (U k : ℝ) (A : ℂ) (x : ℝ) : ℂ :=
  A * (Real.cos (innerWavenumber U k * x) : ℂ)
```

To the right of the well the wave is $e^{-ikx}+S\,e^{ikx}$. Evenness fixes the left side, so matching at $x=a$ is enough. These wave forms are taken as given, not derived from a Schrödinger equation in the code.

```lean
/-- The wave to the right of the well: incoming with amplitude one, outgoing with amplitude `S`. -/
def outsideWave (k : ℝ) (S : ℂ) (x : ℝ) : ℂ :=
  exp (-(I * k * x)) + S * exp (I * k * x)
```

The amplitude is

$$S(k)=e^{-2ika}\,\frac{k\cos qa+iq\sin qa}{k\cos qa-iq\sin qa}.$$

```lean
/-- The even-channel scattering amplitude of a well of depth `U ≥ 0` on `[-a, a]`,
for wavenumber `k > 0`. -/
def evenS (U a k : ℝ) : ℂ :=
  exp (-2 * I * k * a) *
    (k * (Real.cos (innerWavenumber U k * a) : ℂ)
      + I * (innerWavenumber U k * (Real.sin (innerWavenumber U k * a) : ℂ))) /
    (k * (Real.cos (innerWavenumber U k * a) : ℂ)
      - I * (innerWavenumber U k * (Real.sin (innerWavenumber U k * a) : ℂ)))
```

## Matching at the edge

For $k>0$ we also have $q>0$. If the denominator vanished, its real and imaginary parts would give $\cos qa=\sin qa=0$, contradicting $\cos^2+\sin^2=1$.

```lean
/-- The denominator of the scattering amplitude does not vanish for `k > 0` and `U ≥ 0`. -/
theorem denominator_ne_zero {U k : ℝ} (a : ℝ) (hU : 0 ≤ U) (hk : 0 < k) :
    (k * (Real.cos (innerWavenumber U k * a) : ℂ)
      - I * (innerWavenumber U k * (Real.sin (innerWavenumber U k * a) : ℂ))) ≠ 0 := by
  intro h
  have hq : 0 < innerWavenumber U k := Real.sqrt_pos.mpr (by positivity)
  have hre := congrArg Complex.re h
  have him := congrArg Complex.im h
  simp only [sub_re, sub_im, mul_re, mul_im, I_re, I_im, ofReal_re, ofReal_im,
    zero_re, zero_im] at hre him
  have hc : k * Real.cos (innerWavenumber U k * a) = 0 := by linarith
  have hs : innerWavenumber U k * Real.sin (innerWavenumber U k * a) = 0 := by linarith
  have hc' := (mul_eq_zero.mp hc).resolve_left hk.ne'
  have hs' := (mul_eq_zero.mp hs).resolve_left hq.ne'
  have h1 := Real.sin_sq_add_cos_sq (innerWavenumber U k * a)
  rw [hc', hs'] at h1
  norm_num at h1
```

Write $c=\cos qa$, $s=\sin qa$, $E=e^{ika}$ and $E'=e^{-ika}$. Continuity of value and slope reads

$$Ac=E'+SE,\qquad -Aqs=ik(SE-E').$$

Multiply the first equation by $qs$, the second by $c$, and add. Then $A$ drops out, and $EE'=1$ gives $S=E'^2(kc+iqs)/(kc-iqs)$. Conversely, for this $S$ the amplitude $A=2kE'/(kc-iqs)$ solves both equations. Each `linear_combination` verifies the corresponding algebra.

```lean
/-- Two matching equations are solvable for the inner amplitude `A` exactly for one value of `S`,
provided `E E' = 1` and the denominator is nonzero. -/
theorem eliminate_amplitude (k q c s E E' S : ℂ) (hE : E * E' = 1)
    (hD : k * c - I * (q * s) ≠ 0) :
    (∃ A : ℂ, A * c = E' + S * E ∧
      A * (-s * q) = E' * (-(I * k)) + S * (E * (I * k))) ↔
    S = E' ^ 2 * (k * c + I * (q * s)) / (k * c - I * (q * s)) := by
  have hI : I ^ 2 = -1 := I_sq
  rw [eq_div_iff hD]
  constructor
  · rintro ⟨A, h1, h2⟩
    linear_combination E' * I * (q * s * h1 + c * h2) - S * (k * c - I * (q * s)) * hE
      + k * c * (S * E - E') * E' * hI
  · intro hS
    have hA : 2 * k * E' / (k * c - I * (q * s)) * (k * c - I * (q * s)) = 2 * k * E' :=
      div_mul_cancel₀ _ hD
    refine ⟨2 * k * E' / (k * c - I * (q * s)), ?_, ?_⟩
    · apply mul_right_cancel₀ hD
      linear_combination c * hA - E * hS - E' * (k * c + I * (q * s)) * hE
    · apply mul_right_cancel₀ hD
      linear_combination -(q * s) * hA - I * k * E * hS
        - I * k * E' * (k * c + I * (q * s)) * hE - 2 * k * q * s * E' * hI
```

The inner slope at $a$ is $-Aq\sin qa$.

```lean
/-- The slope of the even inner wave at the point `a` is `-A q sin(qa)`. -/
theorem deriv_insideWave (U k a : ℝ) (A : ℂ) :
    deriv (insideWave U k A) a =
      A * (-(Real.sin (innerWavenumber U k * a) : ℂ) * innerWavenumber U k) := by
  have h : HasDerivAt (fun x : ℝ => Real.cos (innerWavenumber U k * x))
      (-Real.sin (innerWavenumber U k * a) * innerWavenumber U k) a :=
    (((hasDerivAt_id a).const_mul (innerWavenumber U k)).cos).congr_deriv (by simp)
  exact (h.ofReal_comp.const_mul A).deriv.trans (by rw [ofReal_mul, ofReal_neg])
```

Differentiating the outer wave as well turns the two equations into statements about the actual waves: a suitable $A$ exists exactly when $S$ equals `evenS U a k`.

```lean
/-- For `k > 0` and `U ≥ 0`, the inner and outer waves can be joined at `a` with continuous value
and slope exactly when the outgoing amplitude is `evenS U a k`. -/
theorem matching_iff {U k : ℝ} (a : ℝ) (S : ℂ) (hU : 0 ≤ U) (hk : 0 < k) :
    (∃ A : ℂ, insideWave U k A a = outsideWave k S a ∧
      deriv (insideWave U k A) a = deriv (outsideWave k S) a) ↔ S = evenS U a k := by
  have hl : HasDerivAt (fun x : ℝ => I * k * (x : ℂ)) (I * k) a :=
    ((hasDerivAt_id a).ofReal_comp.const_mul (I * (k : ℂ))).congr_deriv (by simp)
  have ho : deriv (outsideWave k S) a =
      exp (-(I * k * a)) * (-(I * k)) + S * (exp (I * k * a) * (I * k)) :=
    (hl.fun_neg.cexp.fun_add (hl.cexp.const_mul S)).deriv
  have hE : exp (I * k * a) * exp (-(I * k * a)) = 1 := by
    rw [← Complex.exp_add, add_neg_cancel, Complex.exp_zero]
  have hsq : exp (-(I * k * a)) ^ 2 = exp (-2 * I * k * a) := by
    rw [sq, ← Complex.exp_add]
    congr 1
    ring
  have key := eliminate_amplitude k (innerWavenumber U k)
    (Real.cos (innerWavenumber U k * a)) (Real.sin (innerWavenumber U k * a))
    (exp (I * k * a)) (exp (-(I * k * a))) S hE (denominator_ne_zero a hU hk)
  rw [hsq] at key
  simp only [deriv_insideWave, ho]
  exact key
```

## The half-bound condition

At $k=0$ the inner wavenumber is $\sqrt U$ and the slope at the edge is $-A\sqrt U\sin(a\sqrt U)$. For $A\ne0$ it vanishes exactly when $\sin(a\sqrt U)=0$; the case $U=0$ is included, as the sine is then zero too. Such a wave continues outside as a constant, neither growing nor decaying: a half-bound state.

```lean
/-- A nonzero even inner wave at zero energy has zero slope at the edge `a` exactly when
`sin(a√U) = 0`. -/
theorem halfBound_iff (U a : ℝ) {A : ℂ} (hA : A ≠ 0) :
    deriv (insideWave U 0 A) a = 0 ↔ Real.sin (a * √U) = 0 := by
  have h0 : innerWavenumber U 0 = √U := by simp [innerWavenumber]
  rw [deriv_insideWave, h0, mul_comm (√U) a, mul_eq_zero, or_iff_right hA, mul_eq_zero,
    neg_eq_zero, ofReal_eq_zero, ofReal_eq_zero]
  constructor
  · rintro (h | h)
    · exact h
    · rw [h, mul_zero, Real.sin_zero]
  · exact Or.inl
```

In this case put $p=\sqrt U$. Since $\sin pa=0$, the addition theorem gives $\sin qa=\sin((q-p)a)\cos pa$. With $|\sin x|\le|x|$ and $q\ge p\ge0$,

$$|q\sin qa|\le |a|\,q(q-p)\le|a|(q^2-p^2)=|a|k^2.$$

```lean
/-- If `U ≥ 0` and `sin(a√U) = 0`, then `q sin(qa)` is at most of order `k²`. -/
theorem edge_slope_bound {U a : ℝ} (k : ℝ) (hU : 0 ≤ U) (h : Real.sin (a * √U) = 0) :
    |innerWavenumber U k * Real.sin (innerWavenumber U k * a)| ≤ |a| * k ^ 2 := by
  have hx : ∀ x : ℝ, |Real.sin x| ≤ |x| := by
    intro x
    apply sq_le_sq.mp
    have h1 := Real.one_sub_sq_div_two_le_cos (x := 2 * x)
    rw [Real.cos_two_mul] at h1
    nlinarith [Real.sin_sq_add_cos_sq x]
  have hq2 : innerWavenumber U k ^ 2 = k ^ 2 + U := Real.sq_sqrt (by positivity)
  have hp2 : √U ^ 2 = U := Real.sq_sqrt hU
  have hq0 : 0 ≤ innerWavenumber U k := Real.sqrt_nonneg _
  have hp0 : 0 ≤ √U := Real.sqrt_nonneg _
  have hpq : √U ≤ innerWavenumber U k :=
    Real.sqrt_le_sqrt (by linarith [sq_nonneg k] : U ≤ k ^ 2 + U)
  generalize innerWavenumber U k = q at *
  -- only the phase in excess of the threshold phase contributes
  have hsin : Real.sin (q * a) = Real.sin ((q - √U) * a) * Real.cos (a * √U) := by
    rw [show q * a = (q - √U) * a + a * √U by ring, Real.sin_add, h]
    ring
  calc |q * Real.sin (q * a)|
      = q * (|Real.sin ((q - √U) * a)| * |Real.cos (a * √U)|) := by
        rw [hsin, abs_mul, abs_mul, abs_of_nonneg hq0]
    _ ≤ q * (|(q - √U) * a| * 1) :=
        mul_le_mul_of_nonneg_left (mul_le_mul (hx _) (Real.abs_cos_le_one _)
          (abs_nonneg _) (abs_nonneg _)) hq0
    _ = |a| * (q * (q - √U)) := by
        rw [abs_mul, abs_of_nonneg (sub_nonneg.mpr hpq)]
        ring
    _ ≤ |a| * k ^ 2 :=
        mul_le_mul_of_nonneg_left
          (by nlinarith [mul_nonneg hp0 (sub_nonneg.mpr hpq)]) (abs_nonneg a)
```

## The two limits

If $\sin pa\ne0$, then $p\ne0$ and the denominator at $k=0$ is $-ip\sin pa\neq0$. The formula is therefore continuous there, with value $ip\sin pa/(-ip\sin pa)=-1$. This is `generic`.

If $\sin pa=0$, set $r=q\sin(qa)/k$, so that $|r|\le|a|k\to0$. Dividing through by $k$,

$$S=e^{-2ika}\,\frac{\cos qa+ir}{\cos qa-ir}\longrightarrow\frac{\cos pa}{\cos pa}=1,$$

because $\cos pa=\pm1$. This is `half`. Uniqueness of limits turns both implications into equivalences.

In the theorem, `𝓝[>] 0` means that $k$ approaches zero through positive values, so the $0/0$ at $k=0$ in the half-bound case plays no role. The hypothesis `hU` excludes barriers; $a$ may be any real number, though only $a>0$ describes a well. The odd channel and other well shapes are not treated.

```lean
/-- For `U ≥ 0`, as `k` decreases to zero the even-channel amplitude tends to `-1` exactly when
`sin(a√U) ≠ 0`, and to `+1` exactly when `sin(a√U) = 0`. -/
theorem even_threshold {U : ℝ} (a : ℝ) (hU : 0 ≤ U) :
    (Tendsto (evenS U a) (𝓝[>] 0) (𝓝 (-1)) ↔ Real.sin (a * √U) ≠ 0) ∧
    (Tendsto (evenS U a) (𝓝[>] 0) (𝓝 1) ↔ Real.sin (a * √U) = 0) := by
  have h0 : innerWavenumber U 0 = √U := by simp [innerWavenumber]
  have hq : Continuous (fun k : ℝ => innerWavenumber U k) :=
    Real.continuous_sqrt.comp (by fun_prop : Continuous fun k : ℝ => k ^ 2 + U)
  have hc : Continuous (fun k : ℝ => (Real.cos (innerWavenumber U k * a) : ℂ)) :=
    continuous_ofReal.comp (Real.continuous_cos.comp (hq.mul continuous_const))
  have hs : Continuous (fun k : ℝ =>
      (innerWavenumber U k : ℂ) * (Real.sin (innerWavenumber U k * a) : ℂ)) :=
    (continuous_ofReal.comp hq).mul
      (continuous_ofReal.comp (Real.continuous_sin.comp (hq.mul continuous_const)))
  have he : Continuous (fun k : ℝ => exp (-2 * I * k * a)) := by fun_prop
  -- generic case: the formula is continuous at k = 0
  have generic : Real.sin (a * √U) ≠ 0 → Tendsto (evenS U a) (𝓝[>] 0) (𝓝 (-1)) := by
    intro h
    have hp : √U ≠ 0 := fun hp => h (by rw [hp, mul_zero, Real.sin_zero])
    have hx : I * ((innerWavenumber U 0 : ℂ) *
        (Real.sin (innerWavenumber U 0 * a) : ℂ)) ≠ 0 := by
      rw [h0, mul_comm (√U) a]
      exact mul_ne_zero I_ne_zero (mul_ne_zero (ofReal_ne_zero.mpr hp) (ofReal_ne_zero.mpr h))
    have hcont : ContinuousAt (evenS U a) 0 :=
      ContinuousAt.div
        (he.mul ((continuous_ofReal.mul hc).add (continuous_const.mul hs))).continuousAt
        ((continuous_ofReal.mul hc).sub (continuous_const.mul hs)).continuousAt
        (by rw [ofReal_zero, zero_mul, zero_sub]; exact neg_ne_zero.mpr hx)
    have hval : evenS U a 0 = -1 := by
      unfold evenS
      rw [ofReal_zero]
      simp only [mul_zero, zero_mul, Complex.exp_zero, one_mul, zero_add, zero_sub]
      rw [div_neg, div_self hx]
    have ht := hcont.tendsto
    rw [hval] at ht
    exact ht.mono_left nhdsWithin_le_nhds
  -- half-bound case: divide numerator and denominator by k
  have half : Real.sin (a * √U) = 0 → Tendsto (evenS U a) (𝓝[>] 0) (𝓝 1) := by
    intro h
    have hlin : Tendsto (fun k : ℝ => |a| * k) (𝓝[>] 0) (𝓝 0) := by
      have ht : Tendsto (fun k : ℝ => |a| * k) (𝓝 0) (𝓝 (|a| * 0)) :=
        (continuous_const.mul continuous_id).tendsto 0
      rw [mul_zero] at ht
      exact ht.mono_left nhdsWithin_le_nhds
    have hr : Tendsto (fun k : ℝ =>
        innerWavenumber U k * Real.sin (innerWavenumber U k * a) / k) (𝓝[>] 0) (𝓝 0) := by
      refine squeeze_zero_norm' ?_ hlin
      filter_upwards [self_mem_nhdsWithin] with k hk
      have hk' : 0 < k := hk
      rw [Real.norm_eq_abs, abs_div, abs_of_pos hk', div_le_iff₀ hk']
      calc _ ≤ |a| * k ^ 2 := edge_slope_bound k hU h
        _ = |a| * k * k := by ring
    have hrC := (continuous_ofReal.tendsto 0).comp hr
    have hc0 : (Real.cos (innerWavenumber U 0 * a) : ℂ) ≠ 0 := by
      rw [h0, mul_comm (√U) a]
      refine ofReal_ne_zero.mpr fun hz => ?_
      have h1 := Real.sin_sq_add_cos_sq (a * √U)
      rw [h, hz] at h1
      norm_num at h1
    have hval : exp (-2 * I * (0 : ℝ) * a) *
        ((Real.cos (innerWavenumber U 0 * a) : ℂ) + I * (0 : ℝ)) /
        ((Real.cos (innerWavenumber U 0 * a) : ℂ) - I * (0 : ℝ)) = 1 := by
      rw [ofReal_zero]
      simp only [mul_zero, zero_mul, Complex.exp_zero, one_mul, add_zero, sub_zero]
      exact div_self hc0
    have hcT := (hc.tendsto 0).mono_left (nhdsWithin_le_nhds (s := Set.Ioi 0))
    have heT := (he.tendsto 0).mono_left (nhdsWithin_le_nhds (s := Set.Ioi 0))
    have lim := (heT.mul (hcT.add (hrC.const_mul I))).div (hcT.sub (hrC.const_mul I))
      (by rw [ofReal_zero, mul_zero, sub_zero]; exact hc0)
    rw [hval] at lim
    refine lim.congr' ?_
    filter_upwards [self_mem_nhdsWithin] with k hk
    have hk' : k ≠ 0 := ne_of_gt hk
    have h1 : ((innerWavenumber U k * Real.sin (innerWavenumber U k * a) / k : ℝ) : ℂ) * k =
        innerWavenumber U k * (Real.sin (innerWavenumber U k * a) : ℂ) := by
      rw [← ofReal_mul, div_mul_cancel₀ _ hk', ofReal_mul]
    have cancel : ∀ e κ c r : ℂ, κ ≠ 0 → e * (c + I * r) / (c - I * r) =
        e * (κ * c + I * (r * κ)) / (κ * c - I * (r * κ)) := by
      intro e κ c r hκ
      rw [show e * (κ * c + I * (r * κ)) = κ * (e * (c + I * r)) by ring,
        show κ * c - I * (r * κ) = κ * (c - I * r) by ring, mul_div_mul_left _ _ hκ]
    unfold evenS
    rw [← h1]
    exact cancel _ _ _ _ (ofReal_ne_zero.mpr hk')
  exact ⟨⟨fun ht hz => absurd (tendsto_nhds_unique ht (half hz)) (by norm_num), generic⟩,
    ⟨fun ht => by
      by_contra hz
      exact absurd (tendsto_nhds_unique ht (generic hz)) (by norm_num), half⟩⟩
```

For a single non-interacting particle in a square well, this gives a low-energy test for a scattering code: the threshold value is $-1$ except at the isolated depths where $a\sqrt U$ is a multiple of $\pi$. A code works at a finite $k$, however, and close to such a depth a small $k$ must also be much smaller than $\sqrt U\,|\sin(a\sqrt U)|$ before the computed value is near $-1$. Exactly at such a depth, a slight deepening adds an even bound state. Both of these remarks are made here without a formal proof.

## The free particle

For $U=0$ we have $q=k$, and $2\cos kx=e^{-ikx}+e^{ikx}$ matches with $A=2$ and $S=1$. The matching theorem then gives $S(k)=1$ for every $k>0$, not only in the limit.

```lean
/-- For a free particle the even-channel amplitude equals one at every `k > 0`. -/
theorem evenS_free {k : ℝ} (a : ℝ) (hk : 0 < k) : evenS 0 a k = 1 := by
  have hq : innerWavenumber 0 k = k := by
    unfold innerWavenumber
    rw [add_zero, Real.sqrt_sq hk.le]
  -- the standing wave 2 cos(kx) is already the sum of the two outer waves
  have hw : insideWave 0 k 2 = outsideWave k 1 := by
    funext x
    unfold insideWave outsideWave
    rw [hq, ofReal_cos, Complex.cos, ofReal_mul,
      show -(I * (k : ℂ) * x) = -((k : ℂ) * x) * I by ring,
      show I * (k : ℂ) * x = (k : ℂ) * x * I by ring]
    ring
  exact ((matching_iff a 1 le_rfl hk).mp ⟨2, by rw [hw], by rw [hw]⟩).symm

end

end EvenChannelThreshold
```

```lean
#print axioms EvenChannelThreshold.halfBound_iff
#print axioms EvenChannelThreshold.even_threshold
#print axioms EvenChannelThreshold.evenS_free
```

```
'EvenChannelThreshold.halfBound_iff' depends on axioms: [propext, Classical.choice, Quot.sound]
'EvenChannelThreshold.even_threshold' depends on axioms: [propext, Classical.choice, Quot.sound]
'EvenChannelThreshold.evenS_free' depends on axioms: [propext, Classical.choice, Quot.sound]
```
